# The field that turns a unit vector at a given perpendicular velocity is fixed up to a part along the vector

A unit vector n in real three-dimensional space, such as the direction of a spin, precesses in a field b with velocity b × n. The lemma takes a vector v orthogonal to n and states that v = b × n holds exactly when b = n × v + c n for some real number c. The component of the field along n is therefore free, and the rest is determined by n and v. In the forward direction the proof takes c to be n · b; in the reverse direction it substitutes the formula for b. Both directions are then checked component by component, using n · n = 1 and, in the reverse direction, n · v = 0.

Lean 4 with Mathlib refuses this proof:

```lean
import Mathlib

open Matrix

namespace PrecessionFieldIff

noncomputable section

/-- For a unit vector `n` and a velocity `v` orthogonal to it, the fields `b` with
`v = b × n` are exactly `b = n × v + c n` with `c` real. -/
theorem precession_field_iff {n v b : Fin 3 → ℝ} (hn : n ⬝ᵥ n = 1) (hv : n ⬝ᵥ v = 0) :
    v = b ⨯₃ n ↔ ∃ c : ℝ, b = n ⨯₃ v + c • n := by
  simp only [dotProduct, Fin.sum_univ_three] at hn hv
  constructor
  · intro h
    -- the free coefficient is the component of b along n
    refine ⟨n 0 * b 0 + n 1 * b 1 + n 2 * b 2, ?_⟩
    rw [h]
    ext k
    fin_cases k <;> simp [cross_apply]
    · linear_combination (-(b 0)) * hn
    · linear_combination (-(b 1)) * hn
    · linear_combination (-(b 2)) * hn
  · rintro ⟨c, rfl⟩
    ext k
    fin_cases k <;> simp [cross_apply]
    · linear_combination (-(v 0)) * hn + n 0 * hv
    · linear_combination (-(v 1)) * hn + n 1 * hv
    · linear_combination (-(v 2)) * hn + n 2 * hv

end

end PrecessionFieldIff
```

The error:

```
Main.lean:27:6: error: ring failed, ring expressions not equal
n v : Fin 3 → ℝ
hn : n 0 * n 0 + n 1 * n 1 + n 2 * n 2 = 1
hv : n 0 * v 0 + n 1 * v 1 + n 2 * v 2 = 0
c : ℝ
⊢ -(n 2 * vecHead (vecTail (c • n))) + n 1 * vecHead (vecTail (vecTail (c • n))) = 0
Main.lean:28:6: error: ring failed, ring expressions not equal
n v : Fin 3 → ℝ
hn : n 0 * n 0 + n 1 * n 1 + n 2 * n 2 = 1
hv : n 0 * v 0 + n 1 * v 1 + n 2 * v 2 = 0
c : ℝ
⊢ -(n 0 * vecHead (vecTail (vecTail (c • n)))) + n 2 * vecHead (c • n) = 0
Main.lean:29:6: error: ring failed, ring expressions not equal
n v : Fin 3 → ℝ
hn : n 0 * n 0 + n 1 * n 1 + n 2 * n 2 = 1
hv : n 0 * v 0 + n 1 * v 1 + n 2 * v 2 = 0
c : ℝ
⊢ -(n 1 * vecHead (c • n)) + n 0 * vecHead (vecTail (c • n)) = 0
```

The change, after which it compiles:

```diff
@@ -24,5 +24,5 @@
   · rintro ⟨c, rfl⟩
     ext k
-    fin_cases k <;> simp [cross_apply]
+    fin_cases k <;> simp [cross_apply, Matrix.vecHead, Matrix.vecTail]
     · linear_combination (-(v 0)) * hn + n 0 * hv
     · linear_combination (-(v 1)) * hn + n 1 * hv
```

What went wrong. The three errors are one failure, repeated for each component of the reverse direction. There the cross product is taken with the sum `n ⨯₃ v + c • n`. After `simp [cross_apply]`, the entries of `c • n` are still written through `vecHead` and `vecTail`, which take the first entry of a vector and the vector of the remaining ones. Thus `vecHead (vecTail (c • n))` is the entry c n₁, counting from 0, but `ring`, which `linear_combination` calls to finish, does not unfold it and treats it as an unknown quantity.

The goals left over contain only such terms, so the parts with `v` have already cancelled and the coefficients given to `linear_combination` were right. In the first goal what remains is −n₂(c n₁) + n₁(c n₂), which is zero, but `ring` cannot see this while the entries are hidden.

The repair gives `simp` the definitions `Matrix.vecHead` and `Matrix.vecTail` to unfold. The entries of `c • n` then become ordinary products, the remaining terms cancel, and the three `linear_combination` lines work unchanged.
